# Continuous polarisation branches with equal Berry phases give equal pumped charge

Take a pump that moves one quantum of charge per cycle, and record its polarisation, in units of the polarisation quantum, as a number in $[0,1)$. After the cycle the number is back where it started, so its final value minus its initial value is 0, not the transported charge 1. The cause is that a Berry phase fixes polarisation only up to an integer number of quanta, so a value has to be picked at each point of the cycle. If the picks could change the answer, the pumped charge would be bookkeeping and not physics.

They cannot change it as long as they vary continuously. Let $P$ and $R$ be continuous on $[0,1]$ with $e^{2\pi i P(t)}=e^{2\pi i R(t)}$ for every $t$ there. Then $P(1)-P(0)=R(1)-R(0)$, and this number is an integer if the phase agrees at both ends.

## Polarisation, phase and charge

```lean
import Mathlib

namespace PumpedCharge

noncomputable section
```

The file loads the mathematical library Mathlib and opens a namespace for its own names.

```lean
/-- The Berry phase factor `exp(2πi x)` of a polarisation `x`, measured in units of the
polarisation quantum. -/
def phase (x : ℝ) : ℂ := Complex.exp (2 * Real.pi * Complex.I * x)
```

A polarisation is a real number $x$ in units of the polarisation quantum, and `phase x` is $e^{2\pi i x}$. This fixes the sign convention. Only one component of the polarisation is treated, and it is given as a number, not computed from Bloch states.

```lean
/-- The change of a polarisation branch `P` as the pump parameter runs from 0 to 1. -/
def pumpedCharge (P : ℝ → ℝ) : ℝ := P 1 - P 0
```

A branch is a function $P$ of the pump parameter $t$, and its pumped charge is $P(1)-P(0)$. The type `ℝ → ℝ` makes $P$ defined on the whole line, but the theorems on continuous branches constrain it only on $[0,1]$.

## The integer ambiguity is frozen by continuity

```lean
/-- Two polarisations have the same phase factor exactly when they differ by an integer
number of polarisation quanta. -/
theorem phase_eq_iff (x y : ℝ) : phase x = phase y ↔ ∃ n : ℤ, x = y + n := by
  unfold phase
  rw [Complex.exp_eq_exp_iff_exists_int]
  constructor
  · rintro ⟨n, hn⟩
    refine ⟨n, ?_⟩
    have h : (x : ℂ) = y + n :=
      mul_left_cancel₀ Complex.two_pi_I_ne_zero (by linear_combination hn)
    exact_mod_cast h
  · rintro ⟨n, hn⟩
    refine ⟨n, ?_⟩
    rw [hn]
    push_cast
    ring
```

The statement stands between the theorem's name and `:= by`; the proof follows. It says that $e^{2\pi i x}=e^{2\pi i y}$ exactly when $x=y+n$ for some integer $n$.

By hand: two exponentials agree exactly when their exponents differ by $2\pi i n$, so $2\pi i x=2\pi i y+2\pi i n$. Dividing by $2\pi i\neq 0$ gives $x=y+n$. Conversely, substituting $x=y+n$ gives back the equation between exponents. The two bullets in the proof are these two directions.

```lean
/-- A quantity that varies continuously on [0,1] and takes only integer values there
is constant on [0,1]. -/
theorem integer_valued_constant {f : ℝ → ℝ} (hf : ContinuousOn f (Set.Icc (0 : ℝ) 1))
    (hZ : ∀ t ∈ Set.Icc (0 : ℝ) 1, ∃ n : ℤ, f t = n) {a b : ℝ}
    (ha : a ∈ Set.Icc (0 : ℝ) 1) (hb : b ∈ Set.Icc (0 : ℝ) 1) : f a = f b := by
  have key : ∀ a ∈ Set.Icc (0 : ℝ) 1, ∀ b ∈ Set.Icc (0 : ℝ) 1, f b ≤ f a := by
    intro a ha b hb
    by_contra h
    have hlt : f a < f b := not_le.mp h
    obtain ⟨m, hm⟩ := hZ a ha
    obtain ⟨n, hn⟩ := hZ b hb
    have hmn : (m : ℝ) < n := by linarith
    have hmn' : m < n := by exact_mod_cast hmn
    have hstep : m + 1 ≤ n := by omega
    have hr : (m : ℝ) + 1 ≤ n := by exact_mod_cast hstep
    -- a continuous change between distinct integers would pass through a half-integer
    have hmem : (m : ℝ) + 1 / 2 ∈ Set.Icc (f a) (f b) :=
      ⟨by linarith, by linarith⟩
    obtain ⟨c, hc, hfc⟩ := isPreconnected_Icc.intermediate_value ha hb hf hmem
    obtain ⟨k, hk⟩ := hZ c hc
    have h2 : (2 : ℝ) * k = 2 * m + 1 := by linarith
    have h3 : 2 * k = 2 * m + 1 := by exact_mod_cast h2
    omega
  exact le_antisymm (key b hb a ha) (key a ha b hb)
```

If $f$ is continuous on $[0,1]$ (`ContinuousOn f (Set.Icc 0 1)`) and takes only integer values there, then $f(a)=f(b)$ for all $a,b$ in the interval.

Suppose $f(a)=m<n=f(b)$. Since $m$ and $n$ are integers, $m+1\le n$, so $m+\tfrac12$ lies between $f(a)$ and $f(b)$. By the intermediate value theorem $f(c)=m+\tfrac12$ for some $c$ in $[0,1]$. But $f(c)$ is an integer $k$, so $2k=2m+1$, an even number equal to an odd one. Hence $f(b)\le f(a)$, which is `key`. Exchanging $a$ and $b$ gives the reverse inequality. The tactic `omega` settles the integer arithmetic, including the final parity contradiction.

```lean
/-- Two continuous polarisation branches with the same phase factor throughout [0,1]
differ by one fixed integer throughout [0,1]. -/
theorem branches_differ_by_integer {P R : ℝ → ℝ}
    (hP : ContinuousOn P (Set.Icc (0 : ℝ) 1)) (hR : ContinuousOn R (Set.Icc (0 : ℝ) 1))
    (h : ∀ t ∈ Set.Icc (0 : ℝ) 1, phase (P t) = phase (R t)) :
    ∃ n : ℤ, ∀ t ∈ Set.Icc (0 : ℝ) 1, P t = R t + n := by
  have h0 : (0 : ℝ) ∈ Set.Icc (0 : ℝ) 1 := ⟨le_refl _, zero_le_one⟩
  have hD : ContinuousOn (fun t => P t - R t) (Set.Icc (0 : ℝ) 1) := hP.sub hR
  have hZ : ∀ t ∈ Set.Icc (0 : ℝ) 1, ∃ n : ℤ, (fun t => P t - R t) t = n := by
    intro t ht
    obtain ⟨n, hn⟩ := (phase_eq_iff _ _).1 (h t ht)
    exact ⟨n, show P t - R t = n by linarith⟩
  obtain ⟨n, hn⟩ := (phase_eq_iff _ _).1 (h 0 h0)
  refine ⟨n, fun t ht => ?_⟩
  have e : P t - R t = P 0 - R 0 :=
    integer_valued_constant (f := fun t => P t - R t) hD hZ ht h0
  linarith
```

Two continuous branches with equal phases differ by one integer $n$, the same for all $t$. The order of the symbols matters: `∃ n : ℤ, ∀ t` chooses $n$ before $t$.

The difference $D(t)=P(t)-R(t)$ is continuous, and equality of phases makes it an integer at each $t$. By the previous theorem $D(t)=D(0)=n$.

## The pumped charge

```lean
/-- Two continuous polarisation branches with the same phase factor throughout [0,1] give
the same pumped charge; if the phase factor agrees at both ends, this charge is an integer. -/
theorem pumpedCharge_branch_independent {P R : ℝ → ℝ}
    (hP : ContinuousOn P (Set.Icc (0 : ℝ) 1)) (hR : ContinuousOn R (Set.Icc (0 : ℝ) 1))
    (h : ∀ t ∈ Set.Icc (0 : ℝ) 1, phase (P t) = phase (R t)) :
    pumpedCharge P = pumpedCharge R ∧
      (phase (P 1) = phase (P 0) →
        ∃ n : ℤ, pumpedCharge P = n ∧ pumpedCharge R = n) := by
  obtain ⟨m, hm⟩ := branches_differ_by_integer hP hR h
  have h0 := hm 0 ⟨le_refl _, zero_le_one⟩
  have h1 := hm 1 ⟨zero_le_one, le_refl _⟩
  -- the fixed integer offset cancels between the two ends
  have heq : pumpedCharge P = pumpedCharge R := by
    unfold pumpedCharge
    linarith
  refine ⟨heq, fun hc => ?_⟩
  obtain ⟨n, hn⟩ := (phase_eq_iff _ _).1 hc
  have hPn : pumpedCharge P = n := by
    unfold pumpedCharge
    linarith
  exact ⟨n, hPn, heq ▸ hPn⟩
```

This is the main result. The sign `∧` joins its two claims, and the arrow `→` makes the second conditional on a closed phase.

With $P(t)=R(t)+m$ throughout, the offset cancels:

$$P(1)-P(0)=\bigl(R(1)+m\bigr)-\bigl(R(0)+m\bigr)=R(1)-R(0).$$

If also $e^{2\pi i P(1)}=e^{2\pi i P(0)}$, then $P(1)=P(0)+n$, so both charges equal the same integer $n$. In the proof, `linarith` does this linear algebra.

Continuity stands for an evolution in which the polarisation never jumps, as expected of an insulator whose gap stays open. The phase closes whenever the system returns to its initial physical state; a closed phase alone does not imply such a return. Both are assumed here, not derived from a Hamiltonian. For quantised adiabatic pumping, the theorem shows that the choice of continuous branch does not affect the charge, for one polarisation component along one parameter; it does not identify the integer with a Chern number of the occupied bands.

```lean
/-- Deform a pump cycle through a family `F s`, with `s` in [0,1], whose phase factor agrees
at both ends for every `s`. If the two end values of the polarisation depend continuously
on `s`, the pumped charge is the same at the start and at the end of the deformation. -/
theorem pumpedCharge_deformation {F : ℝ → ℝ → ℝ}
    (hstart : ContinuousOn (fun s => F s 0) (Set.Icc (0 : ℝ) 1))
    (hend : ContinuousOn (fun s => F s 1) (Set.Icc (0 : ℝ) 1))
    (hc : ∀ s ∈ Set.Icc (0 : ℝ) 1, phase (F s 1) = phase (F s 0)) :
    pumpedCharge (F 0) = pumpedCharge (F 1) := by
  have hD : ContinuousOn (fun s => pumpedCharge (F s)) (Set.Icc (0 : ℝ) 1) :=
    hend.sub hstart
  refine integer_valued_constant (f := fun s => pumpedCharge (F s)) hD ?_
    (a := 0) (b := 1) ⟨le_refl _, zero_le_one⟩ ⟨zero_le_one, le_refl _⟩
  intro s hs
  obtain ⟨n, hn⟩ := (phase_eq_iff _ _).1 (hc s hs)
  exact ⟨n, show F s 1 - F s 0 = n by linarith⟩
```

Here `F s` is a whole pump cycle, labelled by a deformation parameter $s$. Set $Q(s)=F_s(1)-F_s(0)$. The end values depend continuously on $s$, so $Q$ is continuous; the phase closes for each $s$, so $Q(s)$ is an integer. It is therefore constant, and $Q(0)=Q(1)$.

To read $Q(s)$ as the transported charge, take each $F_s$ continuous in $t$ as well, which the theorem does not require. The continuity of the end values in $s$ is then a real restriction. If the gap closes at some intermediate $t$ for one value of $s$, $F_s(1)$ can jump by an integer as $s$ passes that value, even though the phases at both ends vary continuously. The hypothesis then fails, and the transported charge can change.

## Recovering the charge from sampled phases

```lean
/-- If two polarisations differ by less than half a quantum, the principal argument of the
ratio of their phase factors is `2π` times their difference. -/
theorem arg_phase_div {x y : ℝ} (h : |x - y| < 1 / 2) :
    Complex.arg (phase x / phase y) = 2 * Real.pi * (x - y) := by
  obtain ⟨hl, hu⟩ := abs_lt.1 h
  have hexp : phase x / phase y
      = Complex.exp (((2 * Real.pi * (x - y) : ℝ) : ℂ) * Complex.I) := by
    unfold phase
    rw [← Complex.exp_sub]
    congr 1
    push_cast
    ring
  have him : ∀ r : ℝ, ((r : ℂ) * Complex.I).im = r := fun r => by simp
  have h1 : 0 < Real.pi * (x - y + 1 / 2) := mul_pos Real.pi_pos (by linarith)
  have h2 : 0 < Real.pi * (1 / 2 - (x - y)) := mul_pos Real.pi_pos (by linarith)
  rw [hexp, ← Complex.log_im, Complex.log_exp, him]
  · rw [him]
    nlinarith
  · rw [him]
    nlinarith
```

Let $\delta=x-y$ with $|\delta|<\tfrac12$. The ratio of phases is $e^{2\pi i\delta}$, and $2\pi\delta$ lies strictly between $-\pi$ and $\pi$, so it is the principal argument. Lean obtains the argument as the imaginary part of the logarithm; the last two bullets check the two bounds.

```lean
/-- On a grid from 0 to 1 along which the polarisation changes by less than half a quantum
per step, the pumped charge is the sum of the principal arguments of successive phase
ratios, divided by `2π`. -/
theorem pumpedCharge_eq_sum_arg (P : ℝ → ℝ) (t : ℕ → ℝ) (N : ℕ)
    (h0 : t 0 = 0) (hN : t N = 1)
    (hstep : ∀ k < N, |P (t (k + 1)) - P (t k)| < 1 / 2) :
    pumpedCharge P = ∑ k ∈ Finset.range N,
      Complex.arg (phase (P (t (k + 1))) / phase (P (t k))) / (2 * Real.pi) := by
  have hsum : ∑ k ∈ Finset.range N,
      Complex.arg (phase (P (t (k + 1))) / phase (P (t k))) / (2 * Real.pi)
      = ∑ k ∈ Finset.range N, (P (t (k + 1)) - P (t k)) := by
    refine Finset.sum_congr rfl fun k hk => ?_
    rw [arg_phase_div (hstep k (Finset.mem_range.1 hk))]
    exact mul_div_cancel_left₀ _ Real.two_pi_pos.ne'
  -- the increments telescope
  rw [hsum, Finset.sum_range_sub (fun k => P (t k)) N, h0, hN]
  rfl
```

For grid points $t_0=0,\dots,t_N=1$ with polarisation steps below one half in size,

$$P(1)-P(0)=\sum_{k=0}^{N-1}\frac{1}{2\pi}\arg\frac{e^{2\pi i P(t_{k+1})}}{e^{2\pi i P(t_k)}}.$$

By the previous theorem each term is $P(t_{k+1})-P(t_k)$, and the sum telescopes. The right-hand side uses only phases, so this is a way to unwrap Berry phases computed at finitely many points, provided that the grid is fine enough for the step condition.

Take $P=0.2,\,0.6,\,0.9,\,1.2$ at four successive points. Folded into $[0,1)$, the record reads $0.2,\,0.6,\,0.9,\,0.2$, with differences $0.4,\,0.3,\,-0.7$ and sum $0$. The principal argument of $e^{2\pi i(-0.7)}$ is $2\pi\cdot 0.3$, so the formula gives $0.4+0.3+0.3=1$, the correct charge. Without the second point, the first step is $0.7$, which the argument reads as $-0.3$, and the total is wrongly $0$.

## What folding does

```lean
/-- Folding the branch `P(t) = t` into [0,1) keeps every phase factor but changes the
pumped charge from 1 to 0. -/
theorem folded_branch_loses_charge :
    (∀ t : ℝ, phase (Int.fract t) = phase t) ∧
      pumpedCharge (fun t => t) = 1 ∧ pumpedCharge (fun t => Int.fract t) = 0 := by
  refine ⟨fun t => (phase_eq_iff _ _).2 ⟨-⌊t⌋, ?_⟩, ?_, ?_⟩
  · push_cast
    linarith [Int.floor_add_fract t]
  · norm_num [pumpedCharge]
  · simp [pumpedCharge]

end

end PumpedCharge
```

`Int.fract t` is $t-\lfloor t\rfloor$, the fractional part. Subtracting an integer leaves every phase unchanged. Yet $P(t)=t$ has pumped charge $1-0=1$, while its folded version has $0-0=0$. The folded function jumps at $t=1$, so it fails the continuity hypothesis of the main theorem. In the same way, the end values of the folded record in the opening paragraph differ by 0 although one quantum was moved.

```lean
#print axioms PumpedCharge.pumpedCharge_branch_independent
#print axioms PumpedCharge.pumpedCharge_deformation
#print axioms PumpedCharge.pumpedCharge_eq_sum_arg
#print axioms PumpedCharge.folded_branch_loses_charge
```

```
'PumpedCharge.pumpedCharge_branch_independent' depends on axioms: [propext, Classical.choice, Quot.sound]
'PumpedCharge.pumpedCharge_deformation' depends on axioms: [propext, Classical.choice, Quot.sound]
'PumpedCharge.pumpedCharge_eq_sum_arg' depends on axioms: [propext, Classical.choice, Quot.sound]
'PumpedCharge.folded_branch_loses_charge' depends on axioms: [propext, Classical.choice, Quot.sound]
```
